# A lossless two-port section keeps a passive load passive

## A load seen through a barrier

A wave travels down a single-mode line and meets a termination that reflects part of it and absorbs the rest. Now put a lossless section in front of the termination: a length of line, a junction, or a tunnel barrier for an electron. Multiple reflections between section and load can change the observed reflection coefficient. Can they make an absorbing load look like a source, or make the observed reflection diverge?

At a given point, let $u$ be the amplitude of the wave travelling away from the load and $v$ that of the wave travelling towards it, normalised so that $|u|^2$ and $|v|^2$ are fluxes. The load imposes $u = wv$, where $w$ is its reflection coefficient. It is passive if $|w|\le 1$, and then it absorbs the fraction $1-|w|^2$ of the incident flux.

The section takes the amplitudes at the load to those in front of it:

$$M=\begin{pmatrix} a & b\\ \bar b & \bar a\end{pmatrix},\qquad |a|^2-|b|^2=1 .$$

The conjugate pattern expresses time-reversal symmetry, and the condition on $a$ and $b$ expresses the absence of loss and gain. Applied to $(w,1)$, the matrix gives $(aw+b,\;D)$ with $D=\bar b w+\bar a$, so the reflection coefficient seen in front is $w'=(aw+b)/D$.

## The absorbed fraction is rescaled by a positive factor

For $|w|\le1$ the claim is that

$$D\neq0,\qquad 1-|w'|^2=\frac{1-|w|^2}{|D|^2}.$$

**Flux.** Expand the two squared amplitudes:

$$|au+bv|^2=|a|^2|u|^2+|b|^2|v|^2+2\,\mathrm{Re}(a\bar b\,u\bar v),$$
$$|\bar bu+\bar av|^2=|b|^2|u|^2+|a|^2|v|^2+2\,\mathrm{Re}(a\bar b\,u\bar v).$$

The cross terms cancel in the difference, which is $(|a|^2-|b|^2)(|u|^2-|v|^2)=|u|^2-|v|^2$.

**Denominator.** If $D=0$, then $\bar bw=-\bar a$, so $|a|=|b||w|\le|b|$. This contradicts $|a|^2=|b|^2+1$.

**Identity.** Flux conservation at $(u,v)=(w,1)$ reads $|aw+b|^2-|D|^2=|w|^2-1$. Dividing by $-|D|^2$ gives the result.

The right-hand side is nonnegative, so $|w'|\le1$. For a matched load, $w=0$, the absorbed fraction is $1/|a|^2$, the transmission probability of the section.

For non-interacting electrons in one channel at fixed energy, this means that an elastic barrier in front of an absorbing termination cannot make the reflected flux exceed the incident flux.

## Active loads, cascades and mismatch

The identity needs only $D\ne0$. Away from the pole, therefore, $|w'|\le1$ exactly when $|w|\le1$, and $|w'|=1$ exactly when $|w|=1$.

For $b\neq0$ the pole lies at $w=-\bar a/\bar b$, where $|w|=|a|/|b|>1$. There the numerator is $(|b|^2-|a|^2)/\bar b=-1/\bar b$: a wave comes out although none is sent in, which is the condition for a steady self-sustained oscillation at this frequency. For $b=0$ the section only changes the phase of $w$, and there is no pole.

For two sections and a passive load, with section 2 next to the load, let $w_2$ be the coefficient seen through section 2 and $w_1$ that seen through both. Then $M_2(w,1)^T=D_2(w_2,1)^T$ and $M_1(w_2,1)^T=D_1(w_1,1)^T$, hence

$$M_1M_2(w,1)^T=D_1D_2(w_1,1)^T .$$

Multiplying out, $M_1M_2$ has the same conjugate pattern, with parameters $a_1a_2+b_1\bar b_2$ and $a_1b_2+b_1\bar a_2$. For a longer chain, apply the single-section result from the load outwards: each section receives a passive load and presents one. An empty chain leaves $w$ unchanged.

For two passive loads $w$ and $z$ with denominators $D_w$ and $D_z$,

$$w'-z'=\frac{(|a|^2-|b|^2)(w-z)}{D_wD_z}=\frac{w-z}{D_wD_z}.$$

Squaring the modulus and using the identity for each load gives

$$|w'-z'|^2(1-|w|^2)(1-|z|^2)=|w-z|^2(1-|w'|^2)(1-|z'|^2).$$

If both loads absorb, division shows that $|w-z|^2/[(1-|w|^2)(1-|z|^2)]$ is unchanged by the section. If either reflects totally, both sides are zero and the equation carries no information.

## How the Lean statement reads

The parameters `a`, `b` and the load `w` are complex numbers, `conj` is complex conjugation and `‖·‖` is the modulus. `sectionMatrix` is $M$, `Lossless` is the condition on $a$ and $b$, `loadFactor` is $D$ and `inputReflection` is $w'$. The main theorem, `passive_load_through_lossless_section`, writes the fractions out in full. Its hypotheses are `Lossless a b` and `‖w‖ ≤ 1`; its conclusion is the nonvanishing denominator together with the identity.

In `chainReflection`, a chain is a list of parameter pairs whose last entry is next to the load. Since Lean assigns the value 0 to division by zero, the nonvanishing of $D$ is what gives `inputReflection` its physical meaning.

The model has one channel and one frequency. The form of $M$ is assumed, not derived from a wave equation, and the load is represented only by its reflection coefficient.

## The Lean file

```lean
import Mathlib

open Matrix ComplexConjugate

namespace LosslessSectionPassiveLoad

noncomputable section

/-- The transfer matrix of a two-port section with parameters `a` and `b`. -/
def sectionMatrix (a b : ℂ) : Matrix (Fin 2) (Fin 2) ℂ :=
  !![a, b; conj b, conj a]

/-- The section is lossless: `|a|² - |b|² = 1`. -/
def Lossless (a b : ℂ) : Prop := ‖a‖ ^ 2 - ‖b‖ ^ 2 = 1

/-- The second amplitude in front of the section when the amplitudes at the load are `(w, 1)`. -/
def loadFactor (a b w : ℂ) : ℂ := conj b * w + conj a

/-- The reflection coefficient seen through the section when the load has reflection
coefficient `w`. -/
def inputReflection (a b w : ℂ) : ℂ := (a * w + b) / loadFactor a b w

/-- The reflection coefficient seen through a chain of sections, the last one in the list being
next to the load. -/
def chainReflection : List (ℂ × ℂ) → ℂ → ℂ
  | [], w => w
  | s :: l, w => inputReflection s.1 s.2 (chainReflection l w)

/-- A lossless section conserves the net flux, the difference of the squared amplitudes of the
two counter-propagating waves. -/
theorem flux_conserved {a b : ℂ} (h : Lossless a b) (u v : ℂ) :
    ‖a * u + b * v‖ ^ 2 - ‖conj b * u + conj a * v‖ ^ 2 = ‖u‖ ^ 2 - ‖v‖ ^ 2 := by
  unfold Lossless at h
  simp only [Complex.sq_norm, Complex.normSq_apply, Complex.add_re, Complex.add_im,
    Complex.mul_re, Complex.mul_im, Complex.conj_re, Complex.conj_im] at h ⊢
  linear_combination (u.re * u.re + u.im * u.im - v.re * v.re - v.im * v.im) * h

/-- If the denominator does not vanish, the transfer matrix takes the load amplitudes `(w, 1)` to a
multiple of `(w', 1)`, where `w'` is the input reflection coefficient. -/
theorem transfer_amplitudes {a b w : ℂ} (hD : loadFactor a b w ≠ 0) :
    sectionMatrix a b *ᵥ ![w, 1] = loadFactor a b w • ![inputReflection a b w, 1] := by
  have h : loadFactor a b w * inputReflection a b w = a * w + b :=
    (mul_comm _ _).trans (div_mul_cancel₀ _ hD)
  ext i
  fin_cases i
  · simp [sectionMatrix, Matrix.mulVec, dotProduct, Fin.sum_univ_succ, h]
  · simp [sectionMatrix, Matrix.mulVec, dotProduct, Fin.sum_univ_succ, loadFactor]

/-- For a passive load behind a lossless section the denominator of the input reflection
coefficient does not vanish. -/
theorem loadFactor_ne_zero {a b w : ℂ} (h : Lossless a b) (hw : ‖w‖ ≤ 1) :
    loadFactor a b w ≠ 0 := by
  intro h0
  have e : conj b * w = -conj a := eq_neg_of_add_eq_zero_left h0
  have e' := congrArg norm e
  simp only [norm_mul, norm_neg, RCLike.norm_conj] at e'
  -- a zero would force |a| ≤ |b|
  have hle : ‖a‖ ≤ ‖b‖ := by
    rw [← e']
    exact mul_le_of_le_one_right (norm_nonneg _) hw
  have hsq := pow_le_pow_left₀ (norm_nonneg a) hle 2
  unfold Lossless at h
  linarith

/-- The absorbed fraction `1 - |w'|²` seen through a lossless section, for any load at which the
denominator does not vanish. -/
theorem absorbed_fraction {a b w : ℂ} (h : Lossless a b) (hD : loadFactor a b w ≠ 0) :
    1 - ‖inputReflection a b w‖ ^ 2 = (1 - ‖w‖ ^ 2) / ‖loadFactor a b w‖ ^ 2 := by
  have hne : ‖loadFactor a b w‖ ^ 2 ≠ 0 := pow_ne_zero 2 (norm_ne_zero_iff.2 hD)
  -- flux conservation for the load amplitudes (w, 1)
  have f := flux_conserved h w 1
  simp only [mul_one, norm_one, one_pow] at f
  change ‖a * w + b‖ ^ 2 - ‖loadFactor a b w‖ ^ 2 = _ at f
  rw [inputReflection, norm_div, div_pow, eq_div_iff hne, sub_mul, div_mul_cancel₀ _ hne, one_mul]
  linarith

/-- For a passive load behind a lossless section, the denominator is nonzero and
`1 - |w'|² = (1 - |w|²) / |conj b * w + conj a|²`. -/
theorem passive_load_through_lossless_section {a b w : ℂ} (h : Lossless a b) (hw : ‖w‖ ≤ 1) :
    conj b * w + conj a ≠ 0 ∧
      1 - ‖(a * w + b) / (conj b * w + conj a)‖ ^ 2
        = (1 - ‖w‖ ^ 2) / ‖conj b * w + conj a‖ ^ 2 :=
  ⟨loadFactor_ne_zero h hw, absorbed_fraction h (loadFactor_ne_zero h hw)⟩

/-- For a lossless section, away from the zero of the denominator, the input is passive exactly when
the load is, and totally reflecting exactly when the load is. -/
theorem passive_iff {a b w : ℂ} (h : Lossless a b) (hD : loadFactor a b w ≠ 0) :
    (‖inputReflection a b w‖ ≤ 1 ↔ ‖w‖ ≤ 1) ∧ (‖inputReflection a b w‖ = 1 ↔ ‖w‖ = 1) := by
  have hpos : 0 < ‖loadFactor a b w‖ ^ 2 := pow_pos (norm_pos_iff.2 hD) 2
  have hle : ∀ x : ℂ, ‖x‖ ≤ 1 ↔ 0 ≤ 1 - ‖x‖ ^ 2 := fun x =>
    ⟨fun e => by nlinarith [norm_nonneg x], fun e => by nlinarith [norm_nonneg x]⟩
  have heq : ∀ x : ℂ, ‖x‖ = 1 ↔ 1 - ‖x‖ ^ 2 = 0 := fun x =>
    ⟨fun e => by rw [e]; norm_num,
      fun e => le_antisymm (by nlinarith [norm_nonneg x]) (by nlinarith [norm_nonneg x])⟩
  constructor
  · rw [hle (inputReflection a b w), hle w, absorbed_fraction h hD, le_div_iff₀ hpos, zero_mul]
  · rw [heq (inputReflection a b w), heq w, absorbed_fraction h hD, div_eq_zero_iff,
      or_iff_left hpos.ne']

/-- The product of the transfer matrices of two lossless sections is again of the form
`sectionMatrix`, and a passive load seen through both sections is seen as through the single section
with that matrix. -/
theorem cascade {a₁ b₁ a₂ b₂ w : ℂ} (h₁ : Lossless a₁ b₁) (h₂ : Lossless a₂ b₂) (hw : ‖w‖ ≤ 1) :
    sectionMatrix a₁ b₁ * sectionMatrix a₂ b₂
        = sectionMatrix (a₁ * a₂ + b₁ * conj b₂) (a₁ * b₂ + b₁ * conj a₂) ∧
      inputReflection a₁ b₁ (inputReflection a₂ b₂ w)
        = inputReflection (a₁ * a₂ + b₁ * conj b₂) (a₁ * b₂ + b₁ * conj a₂) w := by
  constructor
  · ext i j
    fin_cases i <;> fin_cases j <;>
      simp [sectionMatrix, Matrix.mul_apply, Fin.sum_univ_succ] <;> ring
  · have hD₂ := loadFactor_ne_zero h₂ hw
    have hD₁ := loadFactor_ne_zero h₁ ((passive_iff h₂ hD₂).1.2 hw)
    have e₂ : inputReflection a₂ b₂ w * loadFactor a₂ b₂ w = a₂ * w + b₂ :=
      div_mul_cancel₀ _ hD₂
    have e₁ : inputReflection a₁ b₁ (inputReflection a₂ b₂ w)
        * loadFactor a₁ b₁ (inputReflection a₂ b₂ w) = a₁ * inputReflection a₂ b₂ w + b₁ :=
      div_mul_cancel₀ _ hD₁
    -- the denominators multiply along the cascade
    have hD : loadFactor (a₁ * a₂ + b₁ * conj b₂) (a₁ * b₂ + b₁ * conj a₂) w
        = loadFactor a₁ b₁ (inputReflection a₂ b₂ w) * loadFactor a₂ b₂ w := by
      simp only [loadFactor, map_add, map_mul, Complex.conj_conj] at e₂ ⊢
      linear_combination (-conj b₁) * e₂
    refine (eq_div_iff (by rw [hD]; exact mul_ne_zero hD₁ hD₂)).2 ?_
    rw [hD, ← mul_assoc, e₁]
    simp only [loadFactor] at e₂ ⊢
    linear_combination a₁ * e₂

/-- Through any finite chain of lossless sections a passive load is seen as passive, and as totally
reflecting exactly when the load itself is. -/
theorem chain_passive (l : List (ℂ × ℂ)) (hl : ∀ s ∈ l, Lossless s.1 s.2) {w : ℂ}
    (hw : ‖w‖ ≤ 1) :
    ‖chainReflection l w‖ ≤ 1 ∧ (‖chainReflection l w‖ = 1 ↔ ‖w‖ = 1) := by
  induction l with
  | nil => exact ⟨hw, Iff.rfl⟩
  | cons s l ih =>
    have ih' := ih (fun t ht => hl t (List.mem_cons_of_mem _ ht))
    have hs : Lossless s.1 s.2 := hl s List.mem_cons_self
    have hp := passive_iff hs (loadFactor_ne_zero hs ih'.1)
    exact ⟨hp.1.2 ih'.1, hp.2.trans ih'.2⟩

/-- The squared distance between two passive loads, relative to the product of their absorbed
fractions, is the same before and after a lossless section (in cross-multiplied form). -/
theorem mismatch_invariant {a b w z : ℂ} (h : Lossless a b) (hw : ‖w‖ ≤ 1) (hz : ‖z‖ ≤ 1) :
    ‖inputReflection a b w - inputReflection a b z‖ ^ 2 * ((1 - ‖w‖ ^ 2) * (1 - ‖z‖ ^ 2))
      = ‖w - z‖ ^ 2 *
        ((1 - ‖inputReflection a b w‖ ^ 2) * (1 - ‖inputReflection a b z‖ ^ 2)) := by
  have hDw := loadFactor_ne_zero h hw
  have hDz := loadFactor_ne_zero h hz
  have hc : a * conj a - b * conj b = 1 := by
    unfold Lossless at h
    rw [Complex.mul_conj, Complex.mul_conj, ← Complex.sq_norm, ← Complex.sq_norm]
    exact_mod_cast h
  -- the unit determinant leaves only w - z in the numerator
  have hd : inputReflection a b w - inputReflection a b z
      = (w - z) / (loadFactor a b w * loadFactor a b z) := by
    unfold inputReflection
    rw [div_sub_div _ _ hDw hDz]
    congr 1
    simp only [loadFactor]
    linear_combination (w - z) * hc
  rw [hd, absorbed_fraction h hDw, absorbed_fraction h hDz, norm_div, norm_mul]
  ring

/-- For a lossless section with `b ≠ 0` the denominator vanishes at the load
`w = -conj a / conj b`, which has `|w| > 1`. -/
theorem active_load_pole {a b : ℂ} (h : Lossless a b) (hb : b ≠ 0) :
    loadFactor a b (-conj a / conj b) = 0 ∧ 1 < ‖-conj a / conj b‖ := by
  have hb' : conj b ≠ 0 := by simpa using hb
  constructor
  · rw [loadFactor, mul_comm, div_mul_cancel₀ _ hb', neg_add_cancel]
  · simp only [norm_div, norm_neg, RCLike.norm_conj]
    rw [lt_div_iff₀ (norm_pos_iff.2 hb), one_mul]
    unfold Lossless at h
    nlinarith [norm_nonneg a, norm_nonneg b]

end

end LosslessSectionPassiveLoad
```

```lean
#print axioms LosslessSectionPassiveLoad.passive_load_through_lossless_section
#print axioms LosslessSectionPassiveLoad.cascade
#print axioms LosslessSectionPassiveLoad.mismatch_invariant
#print axioms LosslessSectionPassiveLoad.active_load_pole
```

```
'LosslessSectionPassiveLoad.passive_load_through_lossless_section' depends on axioms: [propext, Classical.choice, Quot.sound]
'LosslessSectionPassiveLoad.cascade' depends on axioms: [propext, Classical.choice, Quot.sound]
'LosslessSectionPassiveLoad.mismatch_invariant' depends on axioms: [propext, Classical.choice, Quot.sound]
'LosslessSectionPassiveLoad.active_load_pole' depends on axioms: [propext, Classical.choice, Quot.sound]
```

## From flux conservation to the identity

`flux_conserved` expands all moduli into real and imaginary parts and closes the resulting polynomial identity. `transfer_amplitudes` checks the two components of $M(w,1)^T=D(w',1)^T$, which ties the fraction $w'$ to the matrix.

`loadFactor_ne_zero` follows the argument by contradiction: it takes norms of $\bar bw=-\bar a$, obtains `‖a‖ ≤ ‖b‖`, squares, and lets `linarith` find the conflict with losslessness. `absorbed_fraction` specialises flux conservation to `w` and `1`, then clears the denominator with `eq_div_iff`. The main theorem pairs these two results.

`passive_iff` translates $|x|\le1$ and $|x|=1$ into the sign and the vanishing of $1-|x|^2$, where the positive factor $|D|^2$ has no effect. `chain_passive` is an induction on the list, and the induction hypothesis supplies the passive load that the next section needs.

The first half of `cascade` compares matrix entries. The second half shows that the denominators multiply, then compares numerators. `mismatch_invariant` derives the formula for $w'-z'$ from the unit determinant, called `hc`, and substitutes the absorbed fractions. `active_load_pole` evaluates $D$ at the stated load and obtains $|a|>|b|$ from losslessness.

## What `linear_combination` checks

The algebra turns on the tactic `linear_combination`. Given an equation `h` and a coefficient `c`, the call `linear_combination c * h` verifies by ring arithmetic that the two sides of the goal differ by exactly `c` times the difference of the two sides of `h`. The user supplies the coefficient.

In `flux_conserved` the coefficient is $|u|^2-|v|^2$ in real coordinates, the same factor that multiplies $|a|^2-|b|^2$ in the derivation. In `mismatch_invariant` it is `(w - z)`. Ring arithmetic knows nothing about moduli or conjugates, so the first proof expands them beforehand, while the second treats `conj a` and `conj b` as independent symbols and takes their relation from `hc`.

## Losslessness as a matrix condition

Losslessness could also be imposed on an arbitrary $2\times2$ matrix by requiring $M^\dagger\eta M=\eta$ with $\eta=\mathrm{diag}(1,-1)$. Flux conservation would then be the hypothesis and not a lemma, and time-reversal symmetry would not be assumed. Such a matrix is a phase factor times one of the form used here. The phase cancels in $w'$ and leaves $|D|$ unchanged, so the identity would keep its form.

The denominator can then also be treated without the parameters $a$ and $b$. If $D=0$ and $|w|\le1$, flux conservation makes the other component vanish too, so $M$ sends $(w,1)$ to zero, which contradicts its invertibility.
